# If K = TᵀHT for real symmetric H and K, a linear map of eigenmode amplitudes turns the quadratic form of K into that of H

`exists_mode_map` concerns two finite real symmetric matrices H and K with K = TᵀHT, for a real matrix T that may be rectangular and need not be invertible. It states that there is a real matrix S such that, for every vector c, the sum of κᵢcᵢ² equals the sum of λⱼ(Sc)ⱼ², where κᵢ and λⱼ are the eigenvalues of K and H. If the matrices are read as Hessians in mass-weighted coordinates, c and Sc are normal-mode amplitudes and each sum is twice a harmonic energy. The attempt takes S = VᵀTU, where the columns of U and V are orthonormal eigenvectors of K and H, and proves that diag(κ) = Sᵀ diag(λ) S. It then evaluates both sides of this matrix identity as quadratic forms in c.

An attempt in Lean 4 with a fault in it:

```lean
import Mathlib

open Matrix

namespace SaddleIndexInvariance

noncomputable section

variable {m n : Type*} [Fintype m] [DecidableEq m] [Fintype n] [DecidableEq n]

/-- The matrix whose columns are the orthonormal eigenvectors of the Hessian. -/
def normalModes {H : Matrix n n ℝ} (hH : H.IsHermitian) : Matrix n n ℝ :=
  Matrix.of fun i k => (hH.eigenvectorBasis k).ofLp i

/-- The normal modes are orthonormal, and the Hessian acts on each of them as
multiplication by its eigenvalue. -/
theorem normalModes_spec {H : Matrix n n ℝ} (hH : H.IsHermitian) :
    (normalModes hH)ᵀ * normalModes hH = 1 ∧
      H * normalModes hH = normalModes hH * diagonal hH.eigenvalues := by
  constructor
  · ext i j
    have h := orthonormal_iff_ite.mp hH.eigenvectorBasis.orthonormal i j
    rw [Matrix.one_apply, ← h, Matrix.mul_apply, PiLp.inner_apply]
    apply Finset.sum_congr rfl
    intro x _
    simp [normalModes, mul_comm]
  · ext i j
    have h := congrFun (hH.mulVec_eigenvectorBasis j) i
    rw [Matrix.mul_diagonal]
    refine (show (H * normalModes hH) i j = _ from h).trans ?_
    simp [normalModes, mul_comm]

/-- If `K = Tᵀ H T`, a linear map between normal-mode amplitudes carries the quadratic
energy of `K` into that of `H`. -/
theorem exists_mode_map {H : Matrix n n ℝ} {K : Matrix m m ℝ} (hH : H.IsHermitian)
    (hK : K.IsHermitian) (T : Matrix n m ℝ) (hT : K = Tᵀ * H * T) :
    ∃ S : Matrix n m ℝ, ∀ c : m → ℝ,
      ∑ i, hK.eigenvalues i * c i ^ 2 = ∑ j, hH.eigenvalues j * (S *ᵥ c) j ^ 2 := by
  obtain ⟨hU, hKU⟩ := normalModes_spec hK
  obtain ⟨hV, hHV⟩ := normalModes_spec hH
  have hV' : normalModes hH * (normalModes hH)ᵀ = 1 := mul_eq_one_comm.mp hV
  -- the spectral decomposition of `H`
  have hr : H = normalModes hH * diagonal hH.eigenvalues * (normalModes hH)ᵀ := by
    rw [← hHV, Matrix.mul_assoc, hV', Matrix.mul_one]
  have hS : diagonal hK.eigenvalues = ((normalModes hH)ᵀ * T * normalModes hK)ᵀ *
      diagonal hH.eigenvalues * ((normalModes hH)ᵀ * T * normalModes hK) := by
    calc diagonal hK.eigenvalues = (normalModes hK)ᵀ * K * normalModes hK := by
          rw [Matrix.mul_assoc, hKU, ← Matrix.mul_assoc, hU, Matrix.one_mul]
      _ = (normalModes hK)ᵀ * (Tᵀ * H * T) * normalModes hK :=
          congrArg (fun M => (normalModes hK)ᵀ * M * normalModes hK) hT
      _ = (normalModes hK)ᵀ * (Tᵀ * (normalModes hH * diagonal hH.eigenvalues *
            (normalModes hH)ᵀ) * T) * normalModes hK :=
          congrArg (fun M => (normalModes hK)ᵀ * (Tᵀ * M * T) * normalModes hK) hr
      _ = _ := by
          simp only [Matrix.transpose_mul, Matrix.transpose_transpose, Matrix.mul_assoc]
  refine ⟨(normalModes hH)ᵀ * T * normalModes hK, fun c => ?_⟩
  generalize (normalModes hH)ᵀ * T * normalModes hK = S at hS ⊢
  have e := congrArg (fun M => c ⬝ᵥ (M *ᵥ c)) hS
  simp only at e
  rw [← Matrix.mulVec_mulVec, ← Matrix.mulVec_mulVec, Matrix.dotProduct_mulVec c Sᵀ,
    Matrix.vecMul_transpose] at e
  simp only [dotProduct, Matrix.mulVec_diagonal] at e
  calc _ = ∑ i, c i * (hK.eigenvalues i * c i) :=
        Finset.sum_congr rfl fun i _ => by ring
    _ = ∑ j, (S *ᵥ c) j * (hH.eigenvalues j * (S *ᵥ c) j) := e
    _ = _ := Finset.sum_congr rfl fun j _ => by ring

end

end SaddleIndexInvariance
```

The compiler's answer:

```
Main.lean:59:2: error: `simp` made no progress
```

What went wrong. The message says that `simp only at e` found nothing to simplify. The hypothesis `e` comes from applying `congrArg` to the function `fun M => c ⬝ᵥ (M *ᵥ c)`. The `simp only` call is given no lemmas, and its purpose here was to carry out that function's application to the two matrices, a step called beta reduction. But the type Lean had inferred for `e` was already beta-reduced, so no such application was left. `simp only` treats making no change as an error, and the proof failed there, though the equation itself was sound.

The repair deletes the `simp only` line, which removes the error. It also writes out the type of `e` as an equation between the two quadratic forms, and Lean checks the `congrArg` term against it, accepting the two as equal up to beta reduction. The following `rw` therefore receives the equation in the stated form, whether or not Lean would have beta-reduced an inferred type. The mathematics is unchanged.

The repair, with which the file compiles:

```diff
@@ -56,6 +56,7 @@
   refine ⟨(normalModes hH)ᵀ * T * normalModes hK, fun c => ?_⟩
   generalize (normalModes hH)ᵀ * T * normalModes hK = S at hS ⊢
-  have e := congrArg (fun M => c ⬝ᵥ (M *ᵥ c)) hS
-  simp only at e
+  have e : c ⬝ᵥ (diagonal hK.eigenvalues *ᵥ c) =
+      c ⬝ᵥ ((Sᵀ * diagonal hH.eigenvalues * S) *ᵥ c) :=
+    congrArg (fun M => c ⬝ᵥ (M *ᵥ c)) hS
   rw [← Matrix.mulVec_mulVec, ← Matrix.mulVec_mulVec, Matrix.dotProduct_mulVec c Sᵀ,
     Matrix.vecMul_transpose] at e
```
